# Every three-dimensional lattice has a cell satisfying the Minkowski inequalities

A planar lattice can be described by many pairs of axes, some of them long and strongly skewed. Among all pairs, take \(a_0,a_1\) with the smallest \(|a_0|^2+|a_1|^2\). Replacing \(a_1\) by \(a_1\pm a_0\) gives the same lattice, so the new axis cannot be shorter:

\[
|a_1|^2\le|a_1\pm a_0|^2=|a_1|^2+|a_0|^2\pm2\,a_0\cdot a_1 .
\]

Hence \(2|a_0\cdot a_1|\le|a_0|^2\): minimality limits the skew. In three dimensions the body diagonals must be compared as well.

## From a shortest set of axes to the inequalities

Let \(G_{ij}=a_i\cdot a_j\) be the metric of a primitive cell, one whose axes generate the whole lattice; it is a real symmetric positive definite matrix. An integer matrix \(U\) with \(\det U=\pm1\) gives new axes for the same lattice, with metric \(H=U^TGU\). In three dimensions, some such \(U\) achieves

\[
h_{00}\le h_{11}\le h_{22},\qquad 2|h_{ij}|\le h_{ii}\ (i<j),\qquad s^THs\ge h_{22}
\]

for every sign vector \(s\in\{1,-1\}^3\).

**A minimum exists.** Write \(q(x)=x^TGx\), and let \(v\) be column \(i\) of \(G^{-1}\). Then \(Gv=e_i\), the \(i\)th unit vector, so \(v^TGx=x_i\) and \(v^TGv=v_i=(G^{-1})_{ii}\). For all real \(t\),

\[
0\le q(x-tv)=(G^{-1})_{ii}t^2-2x_it+q(x).
\]

The discriminant is therefore not positive, which gives \(x_i^2\le(G^{-1})_{ii}\,q(x)\).

Put \(C=\operatorname{tr}G\), the sum of squared axis lengths of the original cell. If \(\operatorname{tr}(U^TGU)\le C\), each new axis has squared length at most \(C\), so \(U_{ij}^2\le(G^{-1})_{ii}C\). Only finitely many integer matrices qualify, and the identity is one of them. The best of these is minimal among all cells, since the others have trace above \(C\).

**Minimality bounds each axis.** In a minimal cell with axes \(b_i\) and metric \(H\), replace \(b_k\) by \(\sum_i s_ib_i\), with integer \(s_i\) and \(s_k=\pm1\). The replacement matrix has determinant \(s_k\), and the other axes keep their lengths, so \(h_{kk}\le s^THs\).

**The inequalities follow.** Sorting the axes by length preserves the trace and changes the determinant by at most a sign. For \(i<j\), the choices \(s=e_j\pm e_i\) give \(0\le h_{ii}\pm2h_{ij}\). Sign vectors with \(k=2\) give the last condition.

## A cell with a short body diagonal

Let \(G_{ii}=10\) and \(G_{ij}=-4\) for \(i\ne j\); the eigenvalues are \(2,14,14\). The pair conditions hold, since \(8\le10\), but \(|a_0+a_1+a_2|^2=30-24=6<10\). Taking the new axes \(a_0+a_1+a_2,\ a_0,\ a_1\) in this order gives

\[
U=\begin{pmatrix}1&1&0\\1&0&1\\1&0&0\end{pmatrix},\qquad
H=\begin{pmatrix}6&2&2\\2&10&-4\\2&-4&10\end{pmatrix},\qquad \det U=1.
\]

Now \(4\le6\) and \(8\le10\), and the squared body diagonals are \(26,34,34,10\), none below \(h_{22}=10\).

## Metrics and cell changes in Lean

```lean
import Mathlib

open Matrix

namespace MinkowskiReducedCell
```

`sqLength G x` is \(q(x)\), for real components \(x\).

```lean
/-- The squared length `xᵀ G x` of the vector with components `x` in a cell with metric `G`. -/
def sqLength {n : ℕ} (G : Matrix (Fin n) (Fin n) ℝ) (x : Fin n → ℝ) : ℝ := x ⬝ᵥ G *ᵥ x
```

The columns of `U` are the new axes in terms of the old; `map` turns its integers into reals.

```lean
/-- The metric `Uᵀ G U` of the cell whose axes are the columns of the integer matrix `U`. -/
def cellMetric {n : ℕ} (G : Matrix (Fin n) (Fin n) ℝ) (U : Matrix (Fin n) (Fin n) ℤ) :
    Matrix (Fin n) (Fin n) ℝ :=
  (U.map (fun m : ℤ => (m : ℝ)))ᵀ * G * U.map (fun m : ℤ => (m : ℝ))
```

Both determinants are allowed, so handedness may change.

```lean
/-- An integer change of cell that keeps the lattice: its determinant is `1` or `-1`. -/
def IsCellChange {n : ℕ} (U : Matrix (Fin n) (Fin n) ℤ) : Prop := U.det = 1 ∨ U.det = -1
```

`IsReduced` collects the inequalities. Minkowski reduction is usually defined by choosing each axis in turn as short as possible; here it is this finite list that is established. Niggli's further conditions, which select a unique cell, are absent.

```lean
/-- The reduction conditions: ordered axes, small off-diagonal entries, and no body diagonal
shorter than the third axis. -/
structure IsReduced (H : Matrix (Fin 3) (Fin 3) ℝ) : Prop where
  le01 : H 0 0 ≤ H 1 1
  le12 : H 1 1 ≤ H 2 2
  off01 : 2 * |H 0 1| ≤ H 0 0
  off02 : 2 * |H 0 2| ≤ H 0 0
  off12 : 2 * |H 1 2| ≤ H 1 1
  diagonal : ∀ s : Fin 3 → ℤ, (∀ i, s i = 1 ∨ s i = -1) →
    H 2 2 ≤ sqLength H (fun i => (s i : ℝ))
```

## The search for a minimal cell

The first lemma identifies the diagonal of the new metric with squared axis lengths.

```lean
/-- A diagonal entry of the new metric is the squared length of the corresponding new axis. -/
theorem cellMetric_diag {n : ℕ} (G : Matrix (Fin n) (Fin n) ℝ) (U : Matrix (Fin n) (Fin n) ℤ)
    (j : Fin n) : cellMetric G U j j = sqLength G (fun i => (U i j : ℝ)) := by
  unfold cellMetric sqLength
  rw [Matrix.mul_assoc]
  simp only [Matrix.mul_apply, dotProduct, Matrix.mulVec, Matrix.transpose_apply,
    Matrix.map_apply]
```

The component bound follows the calculation above: `hGv` and `hvx` are the two identities for \(v\), `hpoly` is the quadratic, and `discrim_le_zero` supplies the discriminant inequality.

```lean
/-- For a positive definite metric, the square of a component of a vector is at most its squared
length times the corresponding diagonal entry of the reciprocal metric. -/
theorem component_sq_le {n : ℕ} {G : Matrix (Fin n) (Fin n) ℝ} (hG : G.PosDef)
    (x : Fin n → ℝ) (i : Fin n) : x i ^ 2 ≤ G⁻¹ i i * sqLength G x := by
  have hdet : IsUnit G.det := hG.det_pos.ne'.isUnit
  have hS : Gᵀ = G := by
    have h := hG.isHermitian.eq
    rwa [Matrix.conjTranspose_eq_transpose_of_trivial] at h
  -- `v` is the reciprocal axis, expressed in the direct basis
  obtain ⟨v, hv⟩ : ∃ v : Fin n → ℝ, v = fun j => G⁻¹ j i := ⟨_, rfl⟩
  have hGv : G *ᵥ v = Pi.single i 1 := by
    ext j
    rw [hv]
    change ∑ k, G j k * G⁻¹ k i = _
    rw [← Matrix.mul_apply, Matrix.mul_nonsing_inv _ hdet, Matrix.one_apply, Pi.single_apply]
  have hvx : v ⬝ᵥ G *ᵥ x = x i := by
    rw [Matrix.dotProduct_mulVec, ← Matrix.mulVec_transpose, hS, hGv]
    simp
  -- the squared length of `x - t v` is a nonnegative quadratic in `t`
  have hpoly : ∀ t : ℝ, 0 ≤ v i * (t * t) + (-2 * x i) * t + sqLength G x := by
    intro t
    have h : 0 ≤ sqLength G (x - t • v) := by
      have h0 := hG.posSemidef.dotProduct_mulVec_nonneg (x - t • v)
      rwa [star_trivial] at h0
    have e : sqLength G (x - t • v) = v i * (t * t) + (-2 * x i) * t + sqLength G x := by
      simp only [sqLength, Matrix.mulVec_sub, Matrix.mulVec_smul, sub_dotProduct,
        dotProduct_sub, smul_dotProduct, dotProduct_smul, hGv, hvx, dotProduct_single,
        Pi.sub_apply, Pi.smul_apply, smul_eq_mul]
      ring
    rwa [e] at h
  have hd := discrim_le_zero hpoly
  have hvi : v i = G⁻¹ i i := by rw [hv]
  rw [discrim, hvi] at hd
  nlinarith
```

Next, `N i` is a natural number at least as large as the bound on \(U_{ij}^2\). Since \(u\le u^2\) for integers, the entries lie in a finite box, and `Set.exists_min_image` selects the minimum.

```lean
/-- Among all cells of a lattice with positive definite metric, one has the smallest sum of
squared axis lengths. -/
theorem exists_min_trace {n : ℕ} {G : Matrix (Fin n) (Fin n) ℝ} (hG : G.PosDef) :
    ∃ U, IsCellChange U ∧
      ∀ V, IsCellChange V → (cellMetric G U).trace ≤ (cellMetric G V).trace := by
  obtain ⟨C, hC⟩ : ∃ C, C = (cellMetric G 1).trace := ⟨_, rfl⟩
  choose N hN using fun i : Fin n => exists_nat_ge (|G⁻¹ i i| * C)
  have hq : ∀ x, 0 ≤ sqLength G x := by
    intro x
    have h0 := hG.posSemidef.dotProduct_mulVec_nonneg x
    rwa [star_trivial] at h0
  have hsq : ∀ u : ℤ, u ≤ u ^ 2 := by
    intro u
    rcases le_or_gt u 0 with h | h <;> nlinarith [sq_nonneg u]
  -- only finitely many integer matrices do at least as well as the original cell
  have hfin : {U : Matrix (Fin n) (Fin n) ℤ |
      IsCellChange U ∧ (cellMetric G U).trace ≤ C}.Finite := by
    have hbox := Set.finite_Icc (fun i _ => -(N i : ℤ) : Fin n → Fin n → ℤ)
      (fun i _ => (N i : ℤ))
    refine (Set.Finite.preimage (f := fun (U : Matrix (Fin n) (Fin n) ℤ) i j => U i j)
      (fun A _ B _ h => Matrix.ext fun i j => congrFun (congrFun h i) j) hbox).subset ?_
    rintro U ⟨-, hU⟩
    have hb : ∀ i j, U i j ^ 2 ≤ (N i : ℤ) := by
      intro i j
      have h1 := component_sq_le hG (fun i => (U i j : ℝ)) i
      have h2 : sqLength G (fun i => (U i j : ℝ)) ≤ C := by
        refine le_trans ?_ hU
        rw [← cellMetric_diag]
        exact Finset.single_le_sum (f := fun j => cellMetric G U j j)
          (fun k _ => by rw [cellMetric_diag]; exact hq _) (Finset.mem_univ j)
      have h3 := mul_le_mul (le_abs_self (G⁻¹ i i)) h2 (hq _) (abs_nonneg _)
      have h4 : (U i j : ℝ) ^ 2 ≤ (N i : ℝ) := le_trans h1 (le_trans h3 (hN i))
      exact_mod_cast h4
    refine ⟨fun i j => ?_, fun i j => (hsq _).trans (hb i j)⟩
    have h := hsq (-U i j)
    rw [neg_sq] at h
    have h' := hb i j
    change -(N i : ℤ) ≤ U i j
    linarith
  obtain ⟨U, hU, hmin⟩ := Set.exists_min_image _ (fun U => (cellMetric G U).trace) hfin
    ⟨1, Or.inl Matrix.det_one, hC.ge⟩
  refine ⟨U, hU.1, fun V hV => ?_⟩
  rcases le_total (cellMetric G V).trace C with h | h
  · exact hmin V ⟨hV, h⟩
  · exact hU.2.trans h
```

The matrix `E` performs the replacement of axis `k`. `hcomp` says that two successive cell changes compose, and `e1` and `e2` split off term `k` from the two traces.

```lean
/-- In a cell with the smallest sum of squared axis lengths, no axis gets shorter when it is
replaced by plus or minus itself plus an integer combination of the other axes. -/
theorem axis_le_of_minimal {n : ℕ} {G : Matrix (Fin n) (Fin n) ℝ}
    {U : Matrix (Fin n) (Fin n) ℤ} (hU : IsCellChange U)
    (hmin : ∀ V, IsCellChange V → (cellMetric G U).trace ≤ (cellMetric G V).trace)
    (k : Fin n) (s : Fin n → ℤ) (hs : s k = 1 ∨ s k = -1) :
    cellMetric G U k k ≤ sqLength (cellMetric G U) (fun i => (s i : ℝ)) := by
  -- `E` replaces axis `k` by the combination `s`
  obtain ⟨E, hE⟩ : ∃ E, E = (1 : Matrix (Fin n) (Fin n) ℤ).updateCol k s := ⟨_, rfl⟩
  have hdet : E.det = s k := by
    rw [hE, ← Matrix.cramer_apply, Matrix.cramer_one]
    rfl
  have hV : IsCellChange (U * E) := by
    unfold IsCellChange
    rw [Matrix.det_mul, hdet]
    rcases hU with h | h <;> rcases hs with h' | h' <;> simp [h, h']
  have hcomp : cellMetric G (U * E) = cellMetric (cellMetric G U) E := by
    have h : (U * E).map (fun m : ℤ => (m : ℝ)) =
        U.map (fun m : ℤ => (m : ℝ)) * E.map (fun m : ℤ => (m : ℝ)) := by
      ext i j
      simp [Matrix.mul_apply]
    simp only [cellMetric, h, Matrix.transpose_mul, Matrix.mul_assoc]
  have h := hmin _ hV
  rw [hcomp] at h
  generalize cellMetric G U = H at h ⊢
  have hk : cellMetric H E k k = sqLength H (fun i => (s i : ℝ)) := by
    rw [cellMetric_diag, hE]
    simp
  have hj : ∀ j ∈ Finset.univ.erase k, cellMetric H E j j = H j j := by
    intro j hj
    have hcol : (fun i => (E i j : ℝ)) = Pi.single j 1 := by
      ext i
      rw [hE, Matrix.updateCol_ne (Finset.ne_of_mem_erase hj)]
      simp [Matrix.one_apply, Pi.single_apply]
    rw [cellMetric_diag, hcol]
    simp [sqLength]
  -- the two sums of squared lengths differ only in the term of axis `k`
  have e1 := Finset.add_sum_erase Finset.univ (fun j => H j j) (Finset.mem_univ k)
  have e2 := Finset.add_sum_erase Finset.univ (fun j => cellMetric H E j j) (Finset.mem_univ k)
  have e3 := Finset.sum_congr rfl hj
  simp only [Matrix.trace, Matrix.diag_apply] at h
  linarith
```

## The reduced cell

For a symmetric metric the squared length expands into six terms.

```lean
/-- The squared length in three dimensions, written out for a symmetric metric. -/
theorem sqLength_three {H : Matrix (Fin 3) (Fin 3) ℝ} (hH : H.IsSymm) (x : Fin 3 → ℝ) :
    sqLength H x = H 0 0 * x 0 ^ 2 + H 1 1 * x 1 ^ 2 + H 2 2 * x 2 ^ 2 +
      2 * (H 0 1 * x 0 * x 1 + H 0 2 * x 0 * x 2 + H 1 2 * x 1 * x 2) := by
  have h1 : H 1 0 = H 0 1 := hH.apply 0 1
  have h2 : H 2 0 = H 0 2 := hH.apply 0 2
  have h3 : H 2 1 = H 1 2 := hH.apply 1 2
  simp only [sqLength, dotProduct, Matrix.mulVec, Fin.sum_univ_three]
  rw [h1, h2, h3]
  ring
```

In the final theorem, `hG : G.PosDef` includes symmetry and expresses that the axes are linearly independent. The permutation `σ` sorts them, `key` is the minimality inequality for the sorted cell, and `p1` to `p6` are the comparisons with \(e_j\pm e_i\).

```lean
/-- Every three-dimensional lattice with positive definite metric `G` has a reduced cell, reached
from the given one by an integer matrix of determinant `1` or `-1`. -/
theorem exists_reduced_cell {G : Matrix (Fin 3) (Fin 3) ℝ} (hG : G.PosDef) :
    ∃ U : Matrix (Fin 3) (Fin 3) ℤ, (U.det = 1 ∨ U.det = -1) ∧ IsReduced (cellMetric G U) := by
  obtain ⟨U, hU, hmin⟩ := exists_min_trace hG
  -- sort the axes of the minimal cell by length
  obtain ⟨σ, hσ⟩ : ∃ σ : Equiv.Perm (Fin 3), Monotone (fun i => cellMetric G U (σ i) (σ i)) :=
    ⟨_, Tuple.monotone_sort (fun i => cellMetric G U i i)⟩
  have hp : ∀ i j, cellMetric G (U.submatrix id σ) i j = cellMetric G U (σ i) (σ j) := by
    intro i j
    simp [cellMetric, Matrix.mul_apply]
  have hV : IsCellChange (U.submatrix id σ) := by
    unfold IsCellChange
    rw [Matrix.det_permute']
    rcases Int.units_eq_one_or (Equiv.Perm.sign σ) with h | h <;>
      rcases hU with h' | h' <;> simp [h, h']
  have htr : (cellMetric G (U.submatrix id σ)).trace = (cellMetric G U).trace := by
    simp only [Matrix.trace, Matrix.diag_apply, hp]
    exact Equiv.sum_comp σ (fun i => cellMetric G U i i)
  have key := axis_le_of_minimal hV (fun W hW => htr.le.trans (hmin W hW))
  have hS : (cellMetric G (U.submatrix id σ)).IsSymm := by
    have h := hG.isHermitian.eq
    rw [Matrix.conjTranspose_eq_transpose_of_trivial] at h
    simp only [Matrix.IsSymm, cellMetric, Matrix.transpose_mul, Matrix.transpose_transpose, h,
      Matrix.mul_assoc]
  have m01 := hσ (show (0 : Fin 3) ≤ 1 by decide)
  have m12 := hσ (show (1 : Fin 3) ≤ 2 by decide)
  simp only [← hp] at m01 m12
  refine ⟨U.submatrix id σ, hV, ?_⟩
  generalize cellMetric G (U.submatrix id σ) = H at key hS m01 m12 ⊢
  have habs : ∀ f a : ℝ, 0 ≤ a + 2 * f → 0 ≤ a - 2 * f → 2 * |f| ≤ a := by
    intro f a h1 h2
    have h : |f| ≤ a / 2 := abs_le.mpr ⟨by linarith, by linarith⟩
    linarith
  -- compare an axis with its sum and difference with an earlier axis in the sorted order
  have p1 := key 1 ![1, 1, 0] (by simp)
  have p2 := key 1 ![-1, 1, 0] (by simp)
  have p3 := key 2 ![1, 0, 1] (by simp)
  have p4 := key 2 ![-1, 0, 1] (by simp)
  have p5 := key 2 ![0, 1, 1] (by simp)
  have p6 := key 2 ![0, -1, 1] (by simp)
  rw [sqLength_three hS] at p1 p2 p3 p4 p5 p6
  simp at p1 p2 p3 p4 p5 p6
  exact ⟨m01, m12, habs _ _ (by linarith) (by linarith), habs _ _ (by linarith) (by linarith),
    habs _ _ (by linarith) (by linarith), fun s hs => key 2 s (hs 2)⟩

end MinkowskiReducedCell
```

```lean
#print axioms MinkowskiReducedCell.exists_reduced_cell
-- 'MinkowskiReducedCell.exists_reduced_cell' depends on axioms: [propext, Classical.choice, Quot.sound]
```

The theorem starts from \(G\). If linearly independent axes are the columns of a real matrix \(A\), then \(G=A^TA\), which is positive definite. In simulations of periodic crystals, a reduced cell helps to avoid needlessly skewed boxes, though the theorem concerns the ideal lattice alone and gives existence, without uniqueness or an efficient algorithm.
